# A real number μ solves M c = μ S c for some nonzero c exactly when det(M − μS) = 0, for real 2×2 matrices

In a basis of two functions, the linear variational method leads to the generalised eigenvalue problem M c = μ S c, where M is the operator's matrix and S the overlap matrix. The theorem says that a real μ solves this problem for some nonzero real vector c exactly when the secular determinant det(M − μS) is zero. M and S are arbitrary real 2×2 matrices: neither symmetry nor an invertible S is assumed, and c need not be normalised. The attempt first shows, as `key`, that (M − μS)c = M c − μ S c, then uses Mathlib's result that a square matrix has zero determinant exactly when it sends some nonzero vector to zero.

An attempt in Lean 4 with a fault in it:

```lean
import Mathlib

open Matrix

namespace MemRitzValuesIff

noncomputable section

/-- The numbers `μ` that solve `M c = μ S c` for some nonzero coefficient vector `c`.
Taking `S = 1` treats the basis as orthonormal. -/
def ritzValues (M S : Matrix (Fin 2) (Fin 2) ℝ) : Set ℝ :=
  {μ | ∃ c : Fin 2 → ℝ, c ≠ 0 ∧ M *ᵥ c = μ • (S *ᵥ c)}

/-- The Ritz values are the roots of the secular determinant. -/
theorem mem_ritzValues_iff (M S : Matrix (Fin 2) (Fin 2) ℝ) (μ : ℝ) :
    μ ∈ ritzValues M S ↔ (M - μ • S).det = 0 := by
  have key : ∀ c : Fin 2 → ℝ, (M - μ • S) *ᵥ c = M *ᵥ c - μ • (S *ᵥ c) := by
    intro c
    ext i
    simp [Matrix.mulVec, dotProduct, Fin.sum_univ_two]
    ring
  rw [← Matrix.exists_mulVec_eq_zero_iff]
  simp only [ritzValues, Set.mem_setOf_eq, key, sub_eq_zero]

end

end MemRitzValuesIff
```

The compiler's answer:

```
Try this:
  [apply] ring_nf
  
  The `ring` tactic failed to close the goal. Use `ring_nf` to obtain a normal form.
    
  Note that `ring` works primarily in *commutative* rings. If you have a noncommutative ring, abelian group or module, consider using `noncomm_ring`, `abel` or `module` instead.
Main.lean:17:74: error: unsolved goals
M S : Matrix (Fin 2) (Fin 2) ℝ
μ : ℝ
c : Fin 2 → ℝ
i : Fin 2
⊢ M i 0 * c 0 - μ * S i 0 * c 0 - μ * S i 1 * c 1 + M i 1 * c 1 =
    ![c 0 * M 0 0 + c 1 * M 0 1, c 0 * M 1 0 + c 1 * M 1 1] i -
      ![μ * c 0 * S 0 0 + μ * c 1 * S 0 1, μ * c 0 * S 1 0 + μ * c 1 * S 1 1] i
Main.lean:23:25: warning: `Set.mem_setOf_eq` has been deprecated: Use `Set.mem_ofPred_eq` instead
```

Diagnosis. The error lies in the proof of `key`. After `ext i`, the index `i` is a variable. In the goal that remains, the left side is written with entries such as `M i 0`, while the right side has explicit two-entry vectors, `![...] i`. Such a vector can't be reduced to one of its entries until `i` is known to be 0 or 1. `ring` does only commutative algebra and doesn't split into cases on `i`, so it can't match the two sides. It falls back to `ring_nf`, which tidies the expressions but leaves the goal open; hence the "Try this" message and the "unsolved goals" error.

The repair puts `fin_cases i` first, which gives one goal for each value of the index. `simp` can then pick out the actual entries, and `ring` settles the algebra that is left.

The other change, from `Set.mem_setOf_eq` to `Set.mem_ofPred_eq`, is mere tidying: it replaces a deprecated name, which had caused only a warning.

The change, after which it compiles:

```diff
@@ -18,8 +18,7 @@
     intro c
     ext i
-    simp [Matrix.mulVec, dotProduct, Fin.sum_univ_two]
-    ring
+    fin_cases i <;> simp [Matrix.mulVec, dotProduct, Fin.sum_univ_two] <;> ring
   rw [← Matrix.exists_mulVec_eq_zero_iff]
-  simp only [ritzValues, Set.mem_setOf_eq, key, sub_eq_zero]
+  simp only [ritzValues, Set.mem_ofPred_eq, key, sub_eq_zero]
 
 end
```
